# Positive definite A, D and S give the ultrasoft batch Liouvillian real, nonzero frequencies

Let $n$ be a finite index set labelling the components of an orbital response, and let $A$, $D$ and $S$ be complex $n\times n$ matrices. A batch is a pair $u=(x,y)$ of vectors in $\mathbb C^n$. The dagger denotes the conjugate transpose, so products $x^\dagger y$ are conjugate-linear on the left. `ComplexOrder` fixes the meaning of $0<z$ for complex $z$: the imaginary part vanishes and the real part is positive.

```lean
import Mathlib

open Matrix
open scoped ComplexOrder

namespace UltrasoftBatchLiouvillian

noncomputable section
```

In linear-response density-functional theory with real orbitals and a semilocal, frequency-independent kernel, $x$ and $y$ are the sum and the difference of the resonant and antiresonant responses. $D$ then holds the orbital-energy differences, and $A$ adds the Hartree and exchange-correlation coupling. Here both are simply given matrices; their construction from a ground state is not treated.

```lean
/-- A batch: a pair of complex response vectors. -/
abbrev Batch (n : Type*) := (n → ℂ) × (n → ℂ)
```

The batch swap is $P(x,y)=(y,x)$, a linear map with $P^2=1$.

```lean
/-- The batch swap, which exchanges the two response vectors. -/
def batchSwap (n : Type*) : Module.End ℂ (Batch n) where
  toFun u := (u.2, u.1)
  map_add' _ _ := rfl
  map_smul' _ _ := rfl
```

Ultrasoft orbitals are orthonormal with respect to an overlap $S$, which therefore also measures responses. For $u=(x,y)$ and $v=(x',y')$,
$$\langle u,v\rangle = x^\dagger S x' + y^\dagger S y'.$$
In Lean, `u.1` and `u.2` are $x$ and $y$, `*ᵥ` applies a matrix to a vector, and `star u.1 ⬝ᵥ z` is $x^\dagger z$.

```lean
variable {n : Type*} [Fintype n]

/-- The S ⊕ S metric on batches, built from the ultrasoft overlap matrix S. -/
def metric (S : Matrix n n ℂ) (u v : Batch n) : ℂ :=
  star u.1 ⬝ᵥ (S *ᵥ v.1) + star u.2 ⬝ᵥ (S *ᵥ v.2)
```

## Hermiticity and positivity

If $A^\dagger=A$, then $(Ax)^\dagger y = x^\dagger A^\dagger y = x^\dagger A y$. The proof rewrites in the same order.

```lean
/-- A Hermitian matrix can be moved from one side of the scalar product to the other. -/
theorem hermitian_move {A : Matrix n n ℂ} (hA : A.IsHermitian) (x y : n → ℂ) :
    star (A *ᵥ x) ⬝ᵥ y = star x ⬝ᵥ (A *ᵥ y) := by
  rw [Matrix.star_mulVec, hA.eq, Matrix.dotProduct_mulVec]
```

If $A$ and $D$ are positive definite and $(x,y)\neq 0$, then
$$x^\dagger A x + y^\dagger D y > 0,$$
because neither term is negative and at least one vector is nonzero. The proof splits on whether $x=0$. With $A=D=S$, the same lemma says that the metric is positive.

Physically, positive $D$ means that every independent-particle transition costs energy, and positive $A$ means that the reference state stays stable, against the responses that these vectors describe, once the coupling is included. On the response of an occupied orbital $j$, $D$ acts as $H-\varepsilon_j S$, where $H$ is the Kohn-Sham Hamiltonian and $\varepsilon_j$ the orbital energy. This operator annihilates orbital $j$ itself, so the occupied components must already have been projected out.

```lean
/-- For positive definite A and D, the quadratic form x†Ax + y†Dy is positive on every
nonzero batch (x, y). -/
theorem energy_pos {A D : Matrix n n ℂ} (hA : A.PosDef) (hD : D.PosDef)
    {u : Batch n} (hu : u ≠ 0) :
    0 < star u.1 ⬝ᵥ (A *ᵥ u.1) + star u.2 ⬝ᵥ (D *ᵥ u.2) := by
  by_cases h : u.1 = 0
  · have h2 : u.2 ≠ 0 := fun h2 => hu (Prod.ext h h2)
    exact add_pos_of_nonneg_of_pos (hA.posSemidef.dotProduct_mulVec_nonneg _)
      (hD.dotProduct_mulVec_pos h2)
  · exact add_pos_of_pos_of_nonneg (hA.dotProduct_mulVec_pos h)
      (hD.posSemidef.dotProduct_mulVec_nonneg _)
```

## The Liouvillian and its adjoint

The batch Liouvillian is
$$L(x,y) = (S^{-1}Dy,\; S^{-1}Ax).$$
A code applies $D$ and $A$ to the vectors and then $S^{-1}$. The ultrasoft overlap is the identity plus a low-rank sum over projectors, so the Woodbury formula reduces its inverse to that of a small matrix.

```lean
variable [DecidableEq n]

/-- The batch Liouvillian L(x, y) = (S⁻¹ D y, S⁻¹ A x), for an invertible overlap S. -/
def liouvillian (A D S : Matrix n n ℂ) : Module.End ℂ (Batch n) where
  toFun u := (S⁻¹ *ᵥ (D *ᵥ u.2), S⁻¹ *ᵥ (A *ᵥ u.1))
  map_add' u v := by simp [Matrix.mulVec_add]
  map_smul' c u := by simp [Matrix.mulVec_smul]
```

A positive definite $S$ has positive determinant, so it is invertible and $S(S^{-1}z)=z$.

```lean
/-- A positive definite overlap undoes its own inverse on every vector. -/
theorem overlap_cancel {S : Matrix n n ℂ} (hS : S.PosDef) (z : n → ℂ) :
    S *ᵥ (S⁻¹ *ᵥ z) = z := by
  rw [Matrix.mulVec_mulVec, Matrix.mul_nonsing_inv _ hS.det_pos.ne'.isUnit,
    Matrix.one_mulVec]
```

Moving the Hermitian matrices across the product gives
$$\langle Lu,v\rangle = (Dy)^\dagger x' + (Ax)^\dagger y' = y^\dagger D x' + x^\dagger A y'.$$
On the other side, $PLP(x',y') = (S^{-1}Ay',\,S^{-1}Dx')$, hence
$$\langle u,PLPv\rangle = x^\dagger A y' + y^\dagger D x',$$
which is the same number. So $PLP$ is an adjoint of $L$.

It is the only one. If $M$ also satisfies $\langle Lu,v\rangle=\langle u,Mv\rangle$ for all $u,v$, then $\langle d,(M-PLP)v\rangle=0$ for every $d$. Choosing $d=(M-PLP)v$ and using positivity of the metric gives $Mv=PLPv$.

In the Lean proof, `adj` is the first computation and `hz` is the orthogonality to every $d$. The product `*` of endomorphisms is composition.

A two-sided Lanczos code that works in this metric can therefore apply the adjoint of $L$ by swapping the two vectors of a batch, calling the routine for $L$, and swapping back. Comparing $\langle Lu,v\rangle$ with $\langle u,PLPv\rangle$ on random batches checks this symmetry to rounding error, but it does not detect a wrong $A$ or $D$ that is still Hermitian.

```lean
/-- For Hermitian A and D and positive definite S, an operator M is the adjoint of the batch
Liouvillian in the S ⊕ S metric exactly when it is the Liouvillian conjugated by the batch swap. -/
theorem adjoint_iff_swap_conj {A D S : Matrix n n ℂ} (hA : A.IsHermitian)
    (hD : D.IsHermitian) (hS : S.PosDef) (M : Module.End ℂ (Batch n)) :
    (∀ u v, metric S (liouvillian A D S u) v = metric S u (M v)) ↔
      M = batchSwap n * liouvillian A D S * batchSwap n := by
  -- the swapped Liouvillian is an adjoint
  have adj : ∀ u v, metric S (liouvillian A D S u) v =
      metric S u ((batchSwap n * liouvillian A D S * batchSwap n) v) := by
    intro u v
    change star (S⁻¹ *ᵥ (D *ᵥ u.2)) ⬝ᵥ (S *ᵥ v.1) + star (S⁻¹ *ᵥ (A *ᵥ u.1)) ⬝ᵥ (S *ᵥ v.2)
      = star u.1 ⬝ᵥ (S *ᵥ (S⁻¹ *ᵥ (A *ᵥ v.2))) + star u.2 ⬝ᵥ (S *ᵥ (S⁻¹ *ᵥ (D *ᵥ v.1)))
    rw [← hermitian_move hS.isHermitian _ v.1, ← hermitian_move hS.isHermitian _ v.2,
      overlap_cancel hS (D *ᵥ u.2), overlap_cancel hS (A *ᵥ u.1),
      overlap_cancel hS (A *ᵥ v.2), overlap_cancel hS (D *ᵥ v.1),
      hermitian_move hD, hermitian_move hA, add_comm]
  constructor
  · intro h
    refine LinearMap.ext fun v => ?_
    by_contra hne
    -- the difference of two adjoints is orthogonal to everything, itself included
    have hz : ∀ d, metric S d
        (M v - (batchSwap n * liouvillian A D S * batchSwap n) v) = 0 := by
      intro d
      have h1 := (h d v).symm.trans (adj d v)
      simp only [metric] at h1
      simp only [metric, Prod.fst_sub, Prod.snd_sub, Matrix.mulVec_sub, dotProduct_sub]
      linear_combination h1
    exact (energy_pos hS hS (sub_ne_zero.mpr hne)).ne' (hz _)
  · rintro rfl
    exact adj
```

## Frequencies in pairs

Suppose $L(x,y)=w(x,y)$, that is, $S^{-1}Dy=wx$ and $S^{-1}Ax=wy$. Flipping the sign of $y$ gives
$$L(x,-y) = (-wx,\; wy) = -w\,(x,-y),$$
and $(x,-y)$ is nonzero whenever $(x,y)$ is. Applying the argument twice gives the equivalence. It uses neither Hermiticity nor positivity. In practice only one mode of each pair $\pm w$ has to be computed.

```lean
/-- The spectrum of the batch Liouvillian is symmetric under w ↦ -w. -/
theorem eigenvalue_neg_iff (A D S : Matrix n n ℂ) (w : ℂ) :
    (liouvillian A D S).HasEigenvalue w ↔ (liouvillian A D S).HasEigenvalue (-w) := by
  have key : ∀ w : ℂ, (liouvillian A D S).HasEigenvalue w →
      (liouvillian A D S).HasEigenvalue (-w) := by
    intro w hw
    obtain ⟨u, hu⟩ := hw.exists_hasEigenvector
    have h1 : S⁻¹ *ᵥ (D *ᵥ u.2) = w • u.1 := congrArg Prod.fst hu.apply_eq_smul
    have h2 : S⁻¹ *ᵥ (A *ᵥ u.1) = w • u.2 := congrArg Prod.snd hu.apply_eq_smul
    -- flip the sign of the second response vector
    refine Module.End.hasEigenvalue_of_hasEigenvector (x := (u.1, -u.2))
      ⟨Module.End.mem_eigenspace_iff.mpr (Prod.ext ?_ ?_), fun h => hu.2 ?_⟩
    · change S⁻¹ *ᵥ (D *ᵥ (-u.2)) = (-w) • u.1
      rw [Matrix.mulVec_neg, Matrix.mulVec_neg, h1, neg_smul]
    · change S⁻¹ *ᵥ (A *ᵥ u.1) = (-w) • (-u.2)
      rw [h2, smul_neg, neg_smul, neg_neg]
    · have e1 : u.1 = 0 := (Prod.ext_iff.mp h).1
      have e2 : -u.2 = 0 := (Prod.ext_iff.mp h).2
      have e3 : u.2 = 0 := neg_eq_zero.mp e2
      exact Prod.ext e1 e3
  exact ⟨key w, fun h => by simpa using key (-w) h⟩
```

## Generalized equations and orthogonal modes

Multiplying the eigenvalue equation by $S$ turns it into
$$Dy = wSx,\qquad Ax = wSy,$$
and multiplying by $S^{-1}$ leads back. The two directions of the proof are these two multiplications. This form suits a generalized eigensolver for non-Hermitian matrices, which takes $S$ directly; for Hermitian $A$ and $D$, the block matrix with $D$ and $A$ off the diagonal is Hermitian only if $A=D$.

```lean
/-- For positive definite S, the eigenvalue equation of the batch Liouvillian is equivalent to the
pair of generalized equations D y = w S x and A x = w S y. -/
theorem eigen_equations {A D S : Matrix n n ℂ} (hS : S.PosDef) (w : ℂ) (u : Batch n) :
    liouvillian A D S u = w • u ↔
      D *ᵥ u.2 = w • (S *ᵥ u.1) ∧ A *ᵥ u.1 = w • (S *ᵥ u.2) := by
  have back : ∀ z : n → ℂ, S⁻¹ *ᵥ (S *ᵥ z) = z := fun z => by
    rw [Matrix.mulVec_mulVec, Matrix.nonsing_inv_mul _ hS.det_pos.ne'.isUnit,
      Matrix.one_mulVec]
  constructor
  · intro h
    have h1 : S⁻¹ *ᵥ (D *ᵥ u.2) = w • u.1 := congrArg Prod.fst h
    have h2 : S⁻¹ *ᵥ (A *ᵥ u.1) = w • u.2 := congrArg Prod.snd h
    rw [← Matrix.mulVec_smul, ← Matrix.mulVec_smul, ← h1, ← h2]
    exact ⟨(overlap_cancel hS _).symm, (overlap_cancel hS _).symm⟩
  · rintro ⟨h1, h2⟩
    refine Prod.ext ?_ ?_
    · change S⁻¹ *ᵥ (D *ᵥ u.2) = w • u.1
      rw [h1, Matrix.mulVec_smul, back]
    · change S⁻¹ *ᵥ (A *ᵥ u.1) = w • u.2
      rw [h2, Matrix.mulVec_smul, back]
```

Now let $Lu=wu$ and $Lv=w'v$. The adjoint relation, applied to $u$ and $Pv$, gives
$$\bar w\,\langle u,Pv\rangle = \langle Lu,Pv\rangle = \langle u,PLv\rangle = w'\langle u,Pv\rangle .$$
Hence $(w'-\bar w)\langle u,Pv\rangle=0$, and the overlap vanishes if $w'\neq\bar w$. When the frequencies are real, this covers any two distinct ones. If $A$ and $D$ are also positive definite, $\langle u,Pu\rangle\neq 0$ for every mode $u$, as the next section shows. A code can then deflate a converged mode $u$ by replacing each trial batch $v$ with $v-u\,\langle u,Pv\rangle/\langle u,Pu\rangle$.

```lean
/-- For Hermitian A and D and positive definite S, two modes whose frequencies satisfy w' ≠ conj w
are orthogonal in the S ⊕ S metric once one of them is swapped. -/
theorem modes_orthogonal {A D S : Matrix n n ℂ} (hA : A.IsHermitian) (hD : D.IsHermitian)
    (hS : S.PosDef) {w w' : ℂ} {u v : Batch n} (hu : liouvillian A D S u = w • u)
    (hv : liouvillian A D S v = w' • v) (hw : w' ≠ star w) :
    metric S u (batchSwap n v) = 0 := by
  have h := (adjoint_iff_swap_conj hA hD hS _).mpr rfl u (batchSwap n v)
  have hs : (batchSwap n * liouvillian A D S * batchSwap n) (batchSwap n v)
      = w' • batchSwap n v := by
    change batchSwap n (liouvillian A D S v) = _
    rw [hv, map_smul]
  rw [hu, hs] at h
  simp only [metric, Prod.smul_fst, Prod.smul_snd, star_smul, smul_dotProduct,
    Matrix.mulVec_smul, dotProduct_smul, smul_eq_mul] at h
  refine (mul_eq_zero.mp ?_).resolve_left (sub_ne_zero.mpr hw)
  simp only [metric]
  linear_combination -h
```

## Real, nonzero frequencies

Take an eigenvector $u=(x,y)$ and set $r=\langle u,Pu\rangle = x^\dagger S y + y^\dagger S x$. The generalized equations give
$$w\,r = x^\dagger A x + y^\dagger D y > 0 .$$
The two terms of $r$ are complex conjugates of each other, so $r$ is real. The product is nonzero, so neither $w$ nor $r$ vanishes, and $w$ is a positive number divided by a nonzero real one. Lean reaches the same end by reading off the imaginary part of $wr$, which is $\operatorname{Im}(w)\,r$.

An exact eigenvalue that is not real therefore shows that at least one of $A$, $D$ and $S$ is not positive definite. Approximate eigenvalues from an unconverged two-sided Lanczos run can be complex without any such failure.

```lean
/-- If A, D and S are positive definite, every eigenvalue of the batch Liouvillian is real
and nonzero. -/
theorem eigenvalue_real_ne_zero {A D S : Matrix n n ℂ} (hA : A.PosDef) (hD : D.PosDef)
    (hS : S.PosDef) {w : ℂ} (hw : (liouvillian A D S).HasEigenvalue w) :
    w.im = 0 ∧ w ≠ 0 := by
  obtain ⟨u, hu⟩ := hw.exists_hasEigenvector
  obtain ⟨h1, h2⟩ := (eigen_equations hS w u).mp hu.apply_eq_smul
  have hpos := energy_pos hA hD hu.2
  -- the frequency times the swap overlap r is the positive quadratic form
  obtain ⟨r, hr⟩ : ∃ r, r = star u.1 ⬝ᵥ (S *ᵥ u.2) + star u.2 ⬝ᵥ (S *ᵥ u.1) := ⟨_, rfl⟩
  rw [h1, h2, dotProduct_smul, dotProduct_smul, ← smul_add, ← hr, smul_eq_mul] at hpos
  -- the swap overlap is real
  have hstar : star r = r := by
    rw [hr, star_add, ← Matrix.star_dotProduct, ← Matrix.star_dotProduct,
      hermitian_move hS.isHermitian, hermitian_move hS.isHermitian, add_comm]
  have hr0 : r.im = 0 := Complex.conj_eq_iff_im.mp hstar
  have him : (w * r).im = 0 := (Complex.pos_iff.mp hpos).2.symm
  rw [Complex.mul_im, hr0, mul_zero, zero_add] at him
  refine ⟨(mul_eq_zero.mp him).resolve_right fun h => ?_, left_ne_zero_of_mul hpos.ne'⟩
  exact right_ne_zero_of_mul hpos.ne' (Complex.ext h hr0)
```

Hermiticity alone does not suffice. For one component with $A=-1$ and $D=S=1$, the Liouvillian is $L(x,y)=(y,-x)$, and
$$L(1,i) = (i,-1) = i\,(1,i).$$
Normalised in the $S\oplus S$ metric, this eigenvector is $(1,i)/\sqrt2$, up to a phase. With time dependence $e^{-iwt}$, the frequency $w=i$ describes an exponentially growing response, the mark of an unstable reference state.

```lean
/-- For the 1 × 1 matrices A = -1 and D = S = 1, the imaginary unit is an eigenvalue of the batch
Liouvillian. -/
theorem imaginary_eigenvalue :
    (liouvillian (-1 : Matrix (Fin 1) (Fin 1) ℂ) 1 1).HasEigenvalue Complex.I := by
  refine Module.End.hasEigenvalue_of_hasEigenvector (x := (fun _ => 1, fun _ => Complex.I))
    ⟨Module.End.mem_eigenspace_iff.mpr (Prod.ext ?_ ?_), fun h => ?_⟩
  · funext i
    simp [liouvillian]
  · funext i
    simp [liouvillian, Matrix.neg_mulVec]
  · exact one_ne_zero (congrFun (congrArg Prod.fst h) 0)

end

end UltrasoftBatchLiouvillian
```

```lean
#print axioms UltrasoftBatchLiouvillian.eigenvalue_neg_iff
-- 'UltrasoftBatchLiouvillian.eigenvalue_neg_iff' depends on axioms: [propext, Classical.choice, Quot.sound]
#print axioms UltrasoftBatchLiouvillian.modes_orthogonal
-- 'UltrasoftBatchLiouvillian.modes_orthogonal' depends on axioms: [propext, Classical.choice, Quot.sound]
#print axioms UltrasoftBatchLiouvillian.eigenvalue_real_ne_zero
-- 'UltrasoftBatchLiouvillian.eigenvalue_real_ne_zero' depends on axioms: [propext, Classical.choice, Quot.sound]
#print axioms UltrasoftBatchLiouvillian.imaginary_eigenvalue
-- 'UltrasoftBatchLiouvillian.imaginary_eigenvalue' depends on axioms: [propext, Classical.choice, Quot.sound]
```
